# Exponential bounds for placing $n$ quanta in $cn+1$ modes, and the Meyer–Neldel prefactor they give

## Quanta, modes and activation energy

Let $\varepsilon=\hbar\omega$ be the energy of one vibrational quantum, and let $n$ be the number of quanta that a thermally activated process must collect. Its activation energy is then $E=n\varepsilon$. Write $\beta=1/(k_BT)$ for the inverse thermal energy and $\nu$ for the attempt frequency, the rate at which the process would run through a single channel without a barrier.

The Meyer–Neldel rule is an empirical observation about families of related activated processes: the prefactor of the rate grows exponentially with the activation energy. The question here is whether counting the ways to supply the energy can produce such a prefactor.

The quanta come from $cn+1$ modes of equal frequency, where $c$ is a fixed natural number. Let $W$ be the number of ways to place the $n$ quanta in these modes. The quanta are indistinguishable and the modes are distinguishable. The rate is taken to be

$$k_{\rm rate}=\nu\,W\,e^{-\beta n\varepsilon}.$$

For fixed $c\ge1$, a process with a higher barrier draws on more modes, $c$ for each extra quantum. This condition matters: for a fixed number of modes, the usual counting formula gives only polynomial growth in $n$.

## Bounds on the count and on the rate

Define the limiting entropy per quantum, in units of $k_B$, by

$$s=(c+1)\ln(c+1)-c\ln c,\qquad 0\ln 0=0.$$

For all natural numbers $c$ and $n$, zero included,

$$\frac{e^{ns}}{(c+1)n+1}\le W\le e^{ns},$$

and $(\ln W)/n\to s$ as $n\to\infty$ at fixed $c$. For $c\ge1$ the constant $s$ is strictly positive, so the growth is exponential.

In the Lean file, a placement is an element of `Sym (Fin M) n`, a multiset of $n$ labels drawn from $M$ modes, and `placements M n` counts these multisets. The theorem `placements_bounds` states the two inequalities with $M=cn+1$, and `tendsto_log_placements` states the limit. The constant $s$ is `entropy c` in the file. The formula resembles the textbook entropy per oscillator of an Einstein solid, but there the variable is quanta per mode, whereas $c$ is essentially modes per quantum.

The theorems `meyer_neldel` and `isokinetic` concern the prefactor $\nu W$ and the full `rate`. They assume $\nu\ge0$ and $\varepsilon>0$. The form of the rate is a definition: every placement counts as an equally effective channel with the same $\nu$. The thermal normalisation of the modes is left out. The equilibrium probability of finding exactly $n$ quanta in the $cn+1$ modes would carry a further factor $(1-e^{-\beta\varepsilon})^{cn+1}$, which for $c\ge1$ falls exponentially with $n$ at fixed temperature. Passing from this model to a real multiphonon transition would require a calculation of the couplings that drive it. Within the model, the number of placements gives the rate an exponentially large prefactor when $c\ge1$.

## Deriving the bounds from one binomial sum

**Counting.** Represent a placement by $n$ stars and $cn$ bars, the bars separating the $cn+1$ modes. Choosing the positions of the stars gives

$$W=\binom{N}{n},\qquad N=(c+1)n.$$

**The largest term.** Expand

$$(1+c)^N=\sum_{k=0}^{N}a_k,\qquad a_k=\binom{N}{k}c^{N-k}.$$

For $c\ge1$, neighbouring terms have the ratio

$$\frac{a_{j+1}}{a_j}=\frac{N-j}{c(j+1)}.$$

If $j<n$, then $c(j+1)\le cn=N-n\le N-j$, so the terms do not decrease. If $n\le j<N$, then $N-j\le cn\le c(j+1)$, so they do not increase. Hence $a_n$ is the largest term. For $c=0$ we have $N=n$, and $a_n=1$ is the only nonzero term.

**The sum.** All terms are nonnegative and there are $N+1$ of them, so

$$a_n\le(c+1)^N\le(N+1)a_n,\qquad a_n=W\,c^{cn}.$$

**The exponential.** The definition of $s$ gives $e^s c^c=(c+1)^{c+1}$, with $0^0=1$. Raising this to the power $n$,

$$e^{ns}c^{cn}=(c+1)^N.$$

Substitute this into the previous line and divide by $c^{cn}>0$. The result is $W\le e^{ns}\le(N+1)W$, which is the pair of bounds.

**The limit.** For $n\ge1$, take logarithms and use $(c+1)n+1\le(c+2)n$:

$$s-\frac{\ln(c+2)+\ln n}{n}\le\frac{\ln W}{n}\le s.$$

The correction on the left tends to zero, which proves the limit.

**Positivity.** For $c\ge1$, write $s=\ln(c+1)+c\,[\ln(c+1)-\ln c]$. The first term is positive and the second is nonnegative.

## Compensation at one temperature

Since $ns=(s/\varepsilon)E$, multiplying the bounds by $\nu$ gives

$$\frac{\nu e^{sE/\varepsilon}}{(c+1)n+1}\le\nu W\le\nu e^{sE/\varepsilon}.$$

This is a Meyer–Neldel prefactor with characteristic energy $\varepsilon/s$ when $c\ge1$, up to a factor that is at worst algebraic in $n$.

At $\beta=s/\varepsilon$ the Boltzmann factor is $e^{-ns}$. It cancels the exponential, leaving

$$\frac{\nu}{(c+1)n+1}\le k_{\rm rate}\le\nu.$$

For $c\ge1$ this is a finite positive temperature, $k_BT=\varepsilon/s$. An isokinetic temperature usually means one at which all rates of a family coincide; here they are confined to the stated interval, whose lower end falls with $n$. This compensation belongs to the rate as defined, without the thermal normalisation of the modes. For $c\ge1$ the omitted factor would be $(1-e^{-s})^{cn+1}$ at this temperature, and a rate that included it would fall exponentially with $n$.

## The smallest cases

With $c=0$ there is one mode and one placement, so $W=1$ and $s=0$. The bounds read $1/(n+1)\le1\le1$, and there is no exponential growth. With $n=0$ both bounds equal one.

The smallest case with a choice is $c=n=1$: one quantum in two modes. Then $W=2$ and $s=2\ln2$, and the bounds are $4/3\le2\le4$.

## The Lean file

```lean
import Mathlib

open Filter Topology

namespace MeyerNeldel

noncomputable section

/-- The number of ways to place `n` indistinguishable quanta in `M` distinguishable modes. -/
def placements (M n : ℕ) : ℕ := Fintype.card (Sym (Fin M) n)

/-- The entropy per quantum of `n` quanta in `c n + 1` modes, in the limit of large `n`:
`s = (c+1) ln (c+1) - c ln c`, in units of Boltzmann's constant, with `0 ln 0 = 0`. -/
def entropy (c : ℕ) : ℝ :=
  ((c : ℝ) + 1) * Real.log ((c : ℝ) + 1) - c * Real.log c

/-- The term with index `k` in the binomial expansion of `(1 + c) ^ ((c+1) n)`. -/
def weight (c n k : ℕ) : ℕ := ((c + 1) * n).choose k * c ^ ((c + 1) * n - k)

/-- The rate of a process that collects `n` quanta of energy `ε` from `c n + 1` modes: attempt
frequency `ν`, times the number of placements, times the Boltzmann factor at inverse thermal
energy `β`. -/
def rate (ν ε β : ℝ) (c n : ℕ) : ℝ :=
  ν * placements (c * n + 1) n * Real.exp (-(β * (n * ε)))

/-- The placements of `n` quanta in `c n + 1` modes number `(c+1) n` choose `n`. -/
theorem placements_eq (c n : ℕ) :
    placements (c * n + 1) n = ((c + 1) * n).choose n := by
  have h : c * n + 1 + n - 1 = (c + 1) * n := by
    rw [Nat.add_mul, one_mul]
    omega
  unfold placements
  rw [Sym.card_sym_eq_choose, Fintype.card_fin, h]

/-- The limiting entropy per quantum `s` is strictly positive when `c` is at least one. -/
theorem entropy_pos (c : ℕ) (hc : 1 ≤ c) : 0 < entropy c := by
  have h1 : (1 : ℝ) ≤ c := by exact_mod_cast hc
  have h2 : Real.log (c : ℝ) ≤ Real.log ((c : ℝ) + 1) :=
    Real.log_le_log (by linarith) (by linarith)
  have h3 : 0 < Real.log ((c : ℝ) + 1) := Real.log_pos (by linarith)
  have h4 := mul_le_mul_of_nonneg_left h2 (by linarith : (0 : ℝ) ≤ c)
  unfold entropy
  linarith

/-- Among the terms of the binomial expansion of `(1 + c) ^ ((c+1) n)`, none exceeds the one
with index `n`. -/
theorem weight_le (c n k : ℕ) (hk : k ≤ (c + 1) * n) : weight c n k ≤ weight c n n := by
  have hN : (c + 1) * n = c * n + n := by ring
  have pw : ∀ j, j < (c + 1) * n →
      c ^ ((c + 1) * n - j) = c * c ^ ((c + 1) * n - (j + 1)) := by
    intro j hj
    rw [← pow_succ']
    congr 1
    omega
  -- the terms do not decrease up to index n
  have up : ∀ j, j < n → weight c n j ≤ weight c n (j + 1) := by
    intro j hj
    have h0 : c * (j + 1) ≤ c * n := Nat.mul_le_mul_left c hj
    have h1 : c * (j + 1) ≤ (c + 1) * n - j := by omega
    have h2 : ((c + 1) * n).choose j * c ≤ ((c + 1) * n).choose (j + 1) := by
      refine Nat.le_of_mul_le_mul_right ?_ (by omega : 0 < j + 1)
      rw [Nat.choose_succ_right_eq, mul_assoc]
      exact Nat.mul_le_mul_left _ h1
    unfold weight
    rw [pw j (by omega), ← mul_assoc]
    exact Nat.mul_le_mul_right _ h2
  -- and do not increase from there on
  have down : ∀ j, n ≤ j → j < (c + 1) * n → weight c n (j + 1) ≤ weight c n j := by
    intro j hj hj'
    have h0 : c * n ≤ c * (j + 1) := Nat.mul_le_mul_left c (by omega)
    have h1 : (c + 1) * n - j ≤ c * (j + 1) := by omega
    have h2 : ((c + 1) * n).choose (j + 1) ≤ ((c + 1) * n).choose j * c := by
      refine Nat.le_of_mul_le_mul_right ?_ (by omega : 0 < j + 1)
      rw [Nat.choose_succ_right_eq, mul_assoc]
      exact Nat.mul_le_mul_left _ h1
    unfold weight
    rw [pw j hj', ← mul_assoc]
    exact Nat.mul_le_mul_right _ h2
  rcases le_total k n with h | h
  · have key : ∀ d, d ≤ n → weight c n (n - d) ≤ weight c n n := by
      intro d
      induction d with
      | zero => intro _; exact le_rfl
      | succ d ih =>
        intro hd
        have h1 := up (n - (d + 1)) (by omega)
        rw [show n - (d + 1) + 1 = n - d by omega] at h1
        exact h1.trans (ih (by omega))
    have h2 := key (n - k) (by omega)
    rwa [Nat.sub_sub_self h] at h2
  · induction k, h using Nat.le_induction with
    | base => exact le_rfl
    | succ j hj ih => exact (down j hj (by omega)).trans (ih (by omega))

/-- The binomial terms add up to `(c+1) ^ ((c+1) n)`. -/
theorem sum_weight (c n : ℕ) :
    ∑ k ∈ Finset.range ((c + 1) * n + 1), weight c n k = (c + 1) ^ ((c + 1) * n) := by
  have h := add_pow 1 c ((c + 1) * n)
  rw [add_comm 1 c] at h
  rw [h]
  refine Finset.sum_congr rfl fun k _ => ?_
  simp only [weight, one_pow, one_mul, Nat.cast_id, mul_comm]

/-- The exponential of `n s`, times `c ^ (c n)`, equals `(c+1) ^ ((c+1) n)`. -/
theorem exp_entropy (c n : ℕ) :
    Real.exp (n * entropy c) * (c : ℝ) ^ (c * n) = ((c : ℝ) + 1) ^ ((c + 1) * n) := by
  have h : Real.exp (entropy c) * (c : ℝ) ^ c = ((c : ℝ) + 1) ^ (c + 1) := by
    rcases Nat.eq_zero_or_pos c with rfl | hc
    · simp [entropy]
    · have hc' : (0 : ℝ) < c := by exact_mod_cast hc
      have h1 : Real.exp (((c : ℝ) + 1) * Real.log ((c : ℝ) + 1))
          = ((c : ℝ) + 1) ^ (c + 1) := by
        have h2 := Real.exp_nat_mul (Real.log ((c : ℝ) + 1)) (c + 1)
        rw [Real.exp_log (by linarith)] at h2
        rw [← h2]
        push_cast
        rfl
      have h3 : Real.exp ((c : ℝ) * Real.log c) = (c : ℝ) ^ c := by
        rw [Real.exp_nat_mul, Real.exp_log hc']
      rw [entropy, Real.exp_sub, h1, h3]
      exact div_mul_cancel₀ _ (pow_pos hc' c).ne'
  rw [Real.exp_nat_mul, pow_mul, pow_mul, ← mul_pow, h]

/-- The number of placements of `n` quanta in `c n + 1` modes lies between
`exp (n s) / ((c+1) n + 1)` and `exp (n s)`. -/
theorem placements_bounds (c n : ℕ) :
    Real.exp (n * entropy c) / (((c : ℝ) + 1) * n + 1) ≤ placements (c * n + 1) n ∧
      (placements (c * n + 1) n : ℝ) ≤ Real.exp (n * entropy c) := by
  have hN : (c + 1) * n = c * n + n := by ring
  have hw : weight c n n = placements (c * n + 1) n * c ^ (c * n) := by
    rw [weight, placements_eq, show (c + 1) * n - n = c * n by omega]
  have hP : (0 : ℝ) < (c : ℝ) ^ (c * n) := by
    rcases Nat.eq_zero_or_pos c with rfl | hc
    · simp
    · have hc' : (0 : ℝ) < c := by exact_mod_cast hc
      exact pow_pos hc' _
  -- one term is at most the sum; the sum is at most the number of terms times the largest
  have up : weight c n n ≤ (c + 1) ^ ((c + 1) * n) := by
    rw [← sum_weight c n]
    exact Finset.single_le_sum (f := weight c n) (fun _ _ => Nat.zero_le _)
      (Finset.mem_range.mpr (by omega))
  have lo : (c + 1) ^ ((c + 1) * n) ≤ ((c + 1) * n + 1) * weight c n n := by
    rw [← sum_weight c n]
    have h := Finset.sum_le_card_nsmul (Finset.range ((c + 1) * n + 1)) (weight c n)
      (weight c n n) (fun k hk => weight_le c n k (Nat.lt_succ_iff.mp (Finset.mem_range.mp hk)))
    rwa [Finset.card_range, smul_eq_mul] at h
  rw [hw] at up lo
  have up' : (placements (c * n + 1) n : ℝ) * (c : ℝ) ^ (c * n)
      ≤ ((c : ℝ) + 1) ^ ((c + 1) * n) := by exact_mod_cast up
  have lo' : ((c : ℝ) + 1) ^ ((c + 1) * n) ≤ (((c : ℝ) + 1) * n + 1) *
      ((placements (c * n + 1) n : ℝ) * (c : ℝ) ^ (c * n)) := by exact_mod_cast lo
  rw [← exp_entropy c n] at up' lo'
  refine ⟨?_, le_of_mul_le_mul_right up' hP⟩
  rw [div_le_iff₀ (by positivity)]
  refine le_of_mul_le_mul_right (lo'.trans_eq ?_) hP
  ring

/-- For `n` quanta in `c n + 1` modes, the logarithm of the number of placements, per quantum, tends
to `s` as the number of quanta grows at fixed `c`. -/
theorem tendsto_log_placements (c : ℕ) :
    Tendsto (fun n : ℕ => Real.log (placements (c * n + 1) n) / n) atTop
      (𝓝 (entropy c)) := by
  have h1 : Tendsto (fun n : ℕ => Real.log (n : ℝ) / (n : ℝ)) atTop (𝓝 0) :=
    Real.isLittleO_log_id_atTop.tendsto_div_nhds_zero.comp tendsto_natCast_atTop_atTop
  have h2 : Tendsto (fun n : ℕ => Real.log ((c : ℝ) + 2) / (n : ℝ)) atTop (𝓝 0) :=
    tendsto_const_div_atTop_nhds_zero_nat _
  have h3 : Tendsto (fun n : ℕ => entropy c -
      (Real.log ((c : ℝ) + 2) / (n : ℝ) + Real.log (n : ℝ) / (n : ℝ))) atTop
      (𝓝 (entropy c)) := by
    simpa using (h2.add h1).const_sub (entropy c)
  refine tendsto_of_tendsto_of_tendsto_of_le_of_le' h3 tendsto_const_nhds ?_ ?_
  all_goals
    filter_upwards [eventually_ge_atTop 1] with n hn
    have hn1 : (1 : ℝ) ≤ n := by exact_mod_cast hn
    have hn0 : (0 : ℝ) < n := by linarith
    obtain ⟨lo, up⟩ := placements_bounds c n
    have hD : (0 : ℝ) < ((c : ℝ) + 1) * n + 1 := by positivity
    have hq := div_pos (Real.exp_pos (n * entropy c)) hD
  · -- the polynomial factor costs only a logarithm
    have h4 := Real.log_le_log hq lo
    rw [Real.log_div (Real.exp_pos _).ne' hD.ne', Real.log_exp] at h4
    have h5 : Real.log (((c : ℝ) + 1) * n + 1) ≤ Real.log (((c : ℝ) + 2) * n) :=
      Real.log_le_log hD (by linarith)
    rw [Real.log_mul (by positivity) hn0.ne'] at h5
    rw [le_div_iff₀ hn0, sub_mul, add_mul, div_mul_cancel₀ _ hn0.ne',
      div_mul_cancel₀ _ hn0.ne']
    linarith
  · have h4 := Real.log_le_log (hq.trans_le lo) up
    rw [Real.log_exp] at h4
    rw [div_le_iff₀ hn0]
    linarith

/-- Bounds of Meyer-Neldel form: for quanta of energy `ε > 0` and attempt frequency `ν ≥ 0`, the
prefactor `ν W`, with `W` the number of placements of `n` quanta in `c n + 1` modes, is
`ν exp (s E / ε)` in the activation energy `E = n ε`, up to a factor between `1 / ((c+1) n + 1)` and
one. -/
theorem meyer_neldel (ν ε : ℝ) (hν : 0 ≤ ν) (hε : 0 < ε) (c n : ℕ) :
    ν * Real.exp (entropy c / ε * (n * ε)) / (((c : ℝ) + 1) * n + 1)
        ≤ ν * placements (c * n + 1) n ∧
      ν * placements (c * n + 1) n ≤ ν * Real.exp (entropy c / ε * (n * ε)) := by
  have h : entropy c / ε * (n * ε) = n * entropy c := by
    rw [div_mul_eq_mul_div, div_eq_iff hε.ne']
    ring
  obtain ⟨lo, up⟩ := placements_bounds c n
  rw [h, mul_div_assoc]
  exact ⟨mul_le_mul_of_nonneg_left lo hν, mul_le_mul_of_nonneg_left up hν⟩

/-- At the inverse thermal energy `β = s / ε`, with `ε > 0` and `ν ≥ 0`, the rate lies between
`ν / ((c+1) n + 1)` and `ν` for every number `n` of quanta. -/
theorem isokinetic (ν ε : ℝ) (hν : 0 ≤ ν) (hε : 0 < ε) (c n : ℕ) :
    ν / (((c : ℝ) + 1) * n + 1) ≤ rate ν ε (entropy c / ε) c n ∧
      rate ν ε (entropy c / ε) c n ≤ ν := by
  obtain ⟨lo, up⟩ := meyer_neldel ν ε hν hε c n
  unfold rate
  set x := entropy c / ε * (n * ε)
  -- the Boltzmann factor cancels the exponential prefactor
  have hx : Real.exp x * Real.exp (-x) = 1 := by
    rw [← Real.exp_add, add_neg_cancel, Real.exp_zero]
  have lo' := mul_le_mul_of_nonneg_right lo (Real.exp_pos (-x)).le
  have up' := mul_le_mul_of_nonneg_right up (Real.exp_pos (-x)).le
  rw [div_mul_eq_mul_div, mul_assoc ν (Real.exp x), hx, mul_one] at lo'
  rw [mul_assoc ν (Real.exp x), hx, mul_one] at up'
  exact ⟨lo', up'⟩

end

end MeyerNeldel
```

```lean
#print axioms MeyerNeldel.entropy_pos
#print axioms MeyerNeldel.tendsto_log_placements
#print axioms MeyerNeldel.meyer_neldel
#print axioms MeyerNeldel.isokinetic
```

```
'MeyerNeldel.entropy_pos' depends on axioms: [propext, Classical.choice, Quot.sound]
'MeyerNeldel.tendsto_log_placements' depends on axioms: [propext, Classical.choice, Quot.sound]
'MeyerNeldel.meyer_neldel' depends on axioms: [propext, Classical.choice, Quot.sound]
'MeyerNeldel.isokinetic' depends on axioms: [propext, Classical.choice, Quot.sound]
```

## From multisets to the largest binomial term

The lemma `placements_eq` is the stars-and-bars step. Mathlib's `Sym.card_sym_eq_choose` counts the multisets, so the binomial formula is derived from the definition of a placement.

The function `weight c n k` is the term $a_k$, not a Boltzmann weight. In `weight_le`, the statements `up` and `down` compare neighbouring terms. They replace the ratio by a product identity, `Nat.choose_succ_right_eq`:

$$\binom{N}{j+1}(j+1)=\binom{N}{j}(N-j).$$

The positive factor $j+1$ is then cancelled. Nothing is divided by $c$, so $c=0$ needs no separate treatment here. Two inductions chain the comparisons: one runs down from index $n$ to any smaller $k$, the other up from $n$ to any larger $k$.

## From the sum to the bounds and the limit

The lemma `sum_weight` is the binomial theorem for $1+c$, and `exp_entropy` is the identity for $e^{ns}c^{cn}$. The latter is first proved for a single quantum, with $c=0$ treated separately, and then raised to the power $n$.

In `placements_bounds`, `Finset.single_le_sum` says that one term is at most the sum, and `Finset.sum_le_card_nsmul` says that the sum is at most the number of terms times the largest. These inequalities between natural numbers are transferred to the reals, rewritten with `exp_entropy`, and divided by $c^{cn}$, which is positive by `hP`.

The proof of `tendsto_log_placements` is the squeeze given above. The statements `h1` and `h2` say that $(\ln n)/n$ and $\ln(c+2)/n$ vanish, and `h3` combines them into the limit of the lower bound. The comparisons are made for $n\ge1$, which is enough for a limit at infinity. Positivity of $s$ has its own theorem, `entropy_pos`, which uses the monotonicity of the logarithm.

## From the count to the rate

The proof of `meyer_neldel` rewrites $(s/\varepsilon)(n\varepsilon)$ as $ns$ and multiplies `placements_bounds` by $\nu$. In `isokinetic`, that exponent is called `x`. Both inequalities are multiplied by $e^{-x}$, and `hx` supplies the cancellation $e^x e^{-x}=1$.
